# Intraband and interband overlap factors for holes in the spherical four-band model

A formal statement about hole overlap factors has to decide what a band is. In the spherical four-band model the heavy-hole and light-hole bands are each twofold degenerate at nonzero wave vector, so an eigensolver returns an arbitrary orthonormal pair in each band, and a single overlap between two states depends on that choice. Here a band is its projector, written as a polynomial in the spin component along the direction of the wave vector, and an overlap factor is half the trace of a product of two projectors. No eigenvector and no phase appears in the statement.

## The identity

Let $J_x, J_y, J_z$ be the $4\times4$ spin-3/2 matrices in units of $\hbar$, with rows and columns $0,1,2,3$ belonging to the $J_z$ eigenvalues $3/2, 1/2, -1/2, -3/2$. For a real vector $\mathbf n=(n_0,n_1,n_2)=(x,y,z)$ put $N(\mathbf n)=xJ_x+yJ_y+zJ_z$ and

$$P_h(\mathbf n)=\tfrac12\left(N(\mathbf n)^2-\tfrac14\right),\qquad P_l(\mathbf n)=1-P_h(\mathbf n).$$

For unit vectors $\mathbf n,\mathbf m$ and $c=\mathbf n\cdot\mathbf m$, both operators are Hermitian projectors of trace 2 with $P_hP_l=0$, and

$$\tfrac12\operatorname{tr}P_h(\mathbf n)P_h(\mathbf m)=\tfrac12\operatorname{tr}P_l(\mathbf n)P_l(\mathbf m)=G_{\rm intra}(c)=\frac{1+3c^2}{4},$$

$$\tfrac12\operatorname{tr}P_h(\mathbf n)P_l(\mathbf m)=\tfrac12\operatorname{tr}P_l(\mathbf n)P_h(\mathbf m)=G_{\rm inter}(c)=\frac{3(1-c^2)}{4}.$$

A stronger operator form holds as well: $P_a(\mathbf n)P_b(\mathbf m)P_a(\mathbf n)=G(c)\,P_a(\mathbf n)$ for band labels $a,b\in\{h,l\}$, with $G=G_{\rm intra}$ when $a=b$ and $G=G_{\rm inter}$ otherwise. The average $\frac12\int_{-1}^{1}dc$ of either factor, plain or weighted by $1-c$, equals $1/2$.

## Where a code relies on it

In the spherical approximation the four-band hole Hamiltonian at wave vector $\mathbf k=k\mathbf n$ is proportional to $k^2\left[\gamma_1-2\gamma\left(N(\mathbf n)^2-\tfrac54\right)\right]$, where $\gamma_1$ and $\gamma>0$ are Luttinger parameters. Its eigenspaces are the ranges of $P_h$, where $N^2=9/4$, and of $P_l$, where $N^2=1/4$. If $u_1,u_2$ is an orthonormal basis of the initial band at $\mathbf n$ and $v_1,v_2$ one of the final band at $\mathbf m$, the half trace is $\frac12\sum_{i,j}|\langle v_j|u_i\rangle|^2$: an average over initial states and a sum over final states. The operator form implies that every normalised state of the initial band gives the same sum over final states.

For a scattering potential that acts as a scalar on the four components, in spherical bands with the split-off band left out, the golden-rule rate from $\mathbf k$ to $\mathbf k'$ (summed over the two final states) is $2\pi/\hbar$ times the squared potential at momentum transfer $\mathbf q=\mathbf k'-\mathbf k$ times $G(c)$ times the energy-conserving delta function. A Monte Carlo code built on that model uses $G$ twice, in the total rates and in the choice of the final direction. For elastic acoustic scattering with a scalar deformation potential in the equipartition limit, the squared potential does not depend on angle. The total rate then carries the factor $1/2$, and $c$ is drawn with density $G(c)$, whose integral over $[-1,1]$ is 1. For piezoelectric scattering the squared potential depends on $|\mathbf q|$ and hence on $c$, so $G(c)$ stays inside the angular integral and the total rate does not simply carry the factor $1/2$.

A code with a spherical four-band solver can compare its squared overlaps, summed over the two final states for any one normalised initial state, with these values: $G_{\rm intra}=1$, $G_{\rm inter}=0$ at $c=\pm1$, and $1/4$, $3/4$ at $c=0$.

## Derivation

**Luttinger form.** For real $p$ and complex $S,R$ let

$$L(p,S,R)=\begin{pmatrix}p&S&R&0\\ S^*&-p&0&R\\ R^*&0&-p&-S\\ 0&R^*&-S^*&p\end{pmatrix}.$$

It is Hermitian and traceless by inspection. In $L^2$ every diagonal entry is $p^2+|S|^2+|R|^2$, and the off-diagonal entries cancel in pairs: entry $(0,1)$ is $pS-Sp$, entry $(0,3)$ is $SR-RS$, entry $(1,2)$ is $S^*R-RS^*$, and the others go alike. Since $L$ is real-linear in $(p,S,R)$, the expansion $(L+L')^2-L^2-L'^2$ for a second matrix $L'=L(p',S',R')$ gives

$$LL'+L'L=\left[2pp'+2\operatorname{Re}(SS'^*)+2\operatorname{Re}(RR'^*)\right]1 .$$

**The quadrupole operator.** Let $Q(\mathbf n)=N(\mathbf n)^2-\frac54|\mathbf n|^2$, $w=x-iy$ and $\rho=|w|^2=x^2+y^2$. The matrix $N$ is tridiagonal, with diagonal $z\,(\frac32,\frac12,-\frac12,-\frac32)$, entries $\frac{\sqrt3}{2}w,\ w,\ \frac{\sqrt3}{2}w$ above it and their conjugates below. Squaring,

$$Q_{00}=\tfrac94z^2+\tfrac34\rho-\tfrac54(z^2+\rho)=z^2-\tfrac12\rho,\qquad Q_{11}=\tfrac14z^2+\tfrac74\rho-\tfrac54(z^2+\rho)=-Q_{00},$$

$$Q_{01}=\tfrac{\sqrt3}{2}w\left(\tfrac32z+\tfrac12z\right)=\sqrt3\,zw,\qquad Q_{12}=w\left(\tfrac12z-\tfrac12z\right)=0,\qquad Q_{02}=Q_{13}=\tfrac{\sqrt3}{2}w^2 .$$

Likewise $Q_{22}=Q_{11}$, $Q_{33}=Q_{00}$, $Q_{23}=-Q_{01}$ and $Q_{03}=0$. So $Q(\mathbf n)=L(p,S,R)$ with $p=z^2-\rho/2$, $S=\sqrt3zw$, $R=\frac{\sqrt3}{2}w^2$.

**Anticommutator.** Let primes refer to $\mathbf m=(x',y',z')$ and set $\eta=\operatorname{Re}(ww'^*)=xx'+yy'$. Because $|ww'^*|^2=\rho\rho'$, one has $\operatorname{Re}[(ww'^*)^2]=2\eta^2-\rho\rho'$. The three terms are

$$2pp'=2z^2z'^2-z^2\rho'-z'^2\rho+\tfrac12\rho\rho',\qquad 2\operatorname{Re}(SS'^*)=6zz'\eta,\qquad 2\operatorname{Re}(RR'^*)=3\eta^2-\tfrac32\rho\rho'.$$

Their sum is $3(\eta+zz')^2-(z^2+\rho)(z'^2+\rho')$, so for all real vectors

$$Q(\mathbf n)Q(\mathbf m)+Q(\mathbf m)Q(\mathbf n)=\left[3(\mathbf n\cdot\mathbf m)^2-|\mathbf n|^2|\mathbf m|^2\right]1 .$$

**Projectors.** For unit $\mathbf n$, $N^2=Q+\frac54$, so $P_h=(1+Q)/2$ and $P_l=(1-Q)/2$. Setting $\mathbf m=\mathbf n$ above gives $2Q^2=2$. Then $(1\pm Q)^2=2(1\pm Q)$ and $(1+Q)(1-Q)=0$, and $\operatorname{tr}Q=0$ makes each trace $4/2=2$.

**Sandwich.** Write $A=Q(\mathbf n)$, $B=Q(\mathbf m)$, $\kappa=3c^2-1$, so that $A^2=1$ and $AB+BA=\kappa$. Then $ABA=A(AB+BA)-A^2B=\kappa A-B$. For signs $s,t=\pm1$, with $+$ for heavy and $-$ for light,

$$(1+sA)(1+tB)(1+sA)=2(1+sA)+t\left[B+s\kappa+\kappa A-B\right]=(2+st\kappa)(1+sA).$$

Division by 8 gives the operator form with $G=(2+st\kappa)/4$, which is $(1+3c^2)/4$ for $st=1$ and $3(1-c^2)/4$ for $st=-1$.

**Traces.** For a projector $P$ and any matrix $X$, $\operatorname{tr}PXP=\operatorname{tr}P^2X=\operatorname{tr}PX$. With $PXP=GP$ and $\operatorname{tr}P=2$ this yields $\frac12\operatorname{tr}PX=G$.

**Averages.** For real $a,b,d,e$, $\int_{-1}^1(a+bc+dc^2+ec^3)\,dc=2a+\frac23d$. Both factors are even in $c$, so the weight $1-c$ adds only odd powers. The pairs $(a,d)=(\frac14,\frac34)$ and $(\frac34,-\frac34)$ both give 1, and half of that is $1/2$.

## The Lean file

```lean
import Mathlib

open Matrix Complex ComplexConjugate

namespace HoleOverlap

noncomputable section

/-- The number √3 as a complex number. -/
def r3 : ℂ := ((Real.sqrt 3 : ℝ) : ℂ)

/-- The spin-3/2 matrix `Jx` in the basis `m = 3/2, 1/2, -1/2, -3/2`. -/
def Jx : Matrix (Fin 4) (Fin 4) ℂ :=
  !![0, r3 / 2, 0, 0; r3 / 2, 0, 1, 0; 0, 1, 0, r3 / 2; 0, 0, r3 / 2, 0]

/-- The spin-3/2 matrix `Jy` in the same basis. -/
def Jy : Matrix (Fin 4) (Fin 4) ℂ :=
  !![0, -(I * r3 / 2), 0, 0; I * r3 / 2, 0, -I, 0; 0, I, 0, -(I * r3 / 2); 0, 0, I * r3 / 2, 0]

/-- The spin-3/2 matrix `Jz` in the same basis. -/
def Jz : Matrix (Fin 4) (Fin 4) ℂ :=
  !![3 / 2, 0, 0, 0; 0, 1 / 2, 0, 0; 0, 0, -(1 / 2), 0; 0, 0, 0, -(3 / 2)]

/-- The spin component `n·J`. -/
def spinAlong (n : Fin 3 → ℝ) : Matrix (Fin 4) (Fin 4) ℂ :=
  (n 0 : ℂ) • Jx + (n 1 : ℂ) • Jy + (n 2 : ℂ) • Jz

/-- The heavy-hole operator `P_h(n) = ((n·J)² - 1/4)/2`. -/
def heavy (n : Fin 3 → ℝ) : Matrix (Fin 4) (Fin 4) ℂ :=
  (1 / 2 : ℂ) • (spinAlong n * spinAlong n - (1 / 4 : ℂ) • 1)

/-- The light-hole operator `P_l(n) = 1 - P_h(n)`. -/
def light (n : Fin 3 → ℝ) : Matrix (Fin 4) (Fin 4) ℂ := 1 - heavy n

/-- The quadrupole operator `Q(n) = (n·J)² - (5/4)|n|²`. -/
def quad (n : Fin 3 → ℝ) : Matrix (Fin 4) (Fin 4) ℂ :=
  spinAlong n * spinAlong n - ((5 / 4 : ℂ) * ((n ⬝ᵥ n : ℝ) : ℂ)) • 1

/-- A matrix of Luttinger form with real diagonal entry `p` and complex couplings `S`, `R`. -/
def lutt (p : ℝ) (S R : ℂ) : Matrix (Fin 4) (Fin 4) ℂ :=
  !![(p : ℂ), S, R, 0; conj S, -(p : ℂ), 0, R; conj R, 0, -(p : ℂ), -S;
     0, conj R, -conj S, (p : ℂ)]

/-- The intraband overlap factor `(1 + 3c²)/4`. -/
def gIntra (c : ℝ) : ℝ := (1 + 3 * c ^ 2) / 4

/-- The interband overlap factor `3(1 - c²)/4`. -/
def gInter (c : ℝ) : ℝ := 3 * (1 - c ^ 2) / 4

/-- The number `r3` squares to 3 and is real. -/
theorem r3_facts : r3 ^ 2 = 3 ∧ conj r3 = r3 := by
  refine ⟨?_, conj_ofReal _⟩
  unfold r3
  exact_mod_cast Real.sq_sqrt (show (0 : ℝ) ≤ 3 by norm_num)

set_option maxHeartbeats 400000 in
/-- The matrices obey the angular-momentum commutation relations. -/
theorem spin_algebra :
    Jx * Jy - Jy * Jx = I • Jz ∧ Jy * Jz - Jz * Jy = I • Jx ∧ Jz * Jx - Jx * Jz = I • Jy := by

  have h3 := r3_facts.1
  refine ⟨?_, ?_, ?_⟩ <;> ext i j <;> fin_cases i <;> fin_cases j <;>
    simp [Jx, Jy, Jz] <;>
    first | ring1 | (ring_nf; simp only [I_sq, h3]; ring1)

/-- A matrix of Luttinger form is Hermitian and traceless, and the anticommutator of two such
matrices is an explicit multiple of the identity. -/
theorem lutt_clifford (p p' : ℝ) (S R S' R' : ℂ) :
    (lutt p S R).IsHermitian ∧ trace (lutt p S R) = 0 ∧
      lutt p S R * lutt p' S' R' + lutt p' S' R' * lutt p S R =
        (2 * p * p' + S * conj S' + conj S * S' + R * conj R' + conj R * R' : ℂ) • 1 := by
  refine ⟨?_, ?_, ?_⟩
  · show (lutt p S R)ᴴ = lutt p S R
    ext i j
    fin_cases i <;> fin_cases j <;> simp [lutt, conjTranspose_apply]
  · simp [lutt, trace, Fin.sum_univ_four]
  · ext i j
    fin_cases i <;> fin_cases j <;>
      simp [lutt] <;> ring

/-- For `n = (x, y, z)` the quadrupole operator has Luttinger form with `p = z² - (x² + y²)/2`,
`S = √3 z (x - iy)` and `R = (√3/2)(x - iy)²`. -/
theorem quad_eq (n : Fin 3 → ℝ) :
    quad n = lutt (n 2 ^ 2 - (n 0 ^ 2 + n 1 ^ 2) / 2) (r3 * n 2 * (n 0 - I * n 1))
      (r3 / 2 * (n 0 - I * n 1) ^ 2) := by
  obtain ⟨h3, hc⟩ := r3_facts
  have hI : I ^ 2 = -1 := I_sq
  -- n·J is tridiagonal
  have hN : spinAlong n =
      !![(n 2 : ℂ) * (3 / 2), r3 / 2 * (n 0 - I * n 1), 0, 0;
         r3 / 2 * (n 0 + I * n 1), n 2 * (1 / 2), n 0 - I * n 1, 0;
         0, n 0 + I * n 1, -(n 2 * (1 / 2)), r3 / 2 * (n 0 - I * n 1);
         0, 0, r3 / 2 * (n 0 + I * n 1), -(n 2 * (3 / 2))] := by
    ext i j
    fin_cases i <;> fin_cases j <;> simp [spinAlong, Jx, Jy, Jz] <;> first | ring1 | grind
  rw [quad, hN]
  ext i j
  fin_cases i <;> fin_cases j <;>
    simp [lutt, Matrix.mul_apply, Fin.sum_univ_four, Matrix.one_apply, dotProduct,
      Fin.sum_univ_three, hc, map_ofNat] <;>
    first | ring1 | (ring_nf; simp only [I_sq, h3]; ring1) | grind

/-- For any real vectors, `Q(n) Q(m) + Q(m) Q(n) = 3(n·m)² - |n|²|m|²` times the identity. -/
theorem quad_anticomm (n m : Fin 3 → ℝ) :
    quad n * quad m + quad m * quad n =
      ((3 * (n ⬝ᵥ m) ^ 2 - (n ⬝ᵥ n) * (m ⬝ᵥ m) : ℝ) : ℂ) • 1 := by
  obtain ⟨h3, hc⟩ := r3_facts
  have hI : I ^ 2 = -1 := I_sq
  rw [quad_eq n, quad_eq m, (lutt_clifford _ _ _ _ _ _).2.2]
  congr 1
  simp only [map_mul, map_sub, map_pow, map_div₀, map_ofNat, conj_ofReal, conj_I, hc,
    dotProduct, Fin.sum_univ_three]
  push_cast
  first | (ring_nf; simp only [I_sq, I_pow_three, I_pow_four, h3]; ring1) | grind

/-- For a unit vector, `P_h = (1 + Q)/2` and `P_l = (1 - Q)/2`. -/
theorem heavy_light_eq {n : Fin 3 → ℝ} (hn : n ⬝ᵥ n = 1) :
    heavy n = (1 / 2 : ℂ) • (1 + quad n) ∧ light n = (1 / 2 : ℂ) • (1 - quad n) := by
  simp only [heavy, light, quad, hn, ofReal_one]
  constructor <;> module

/-- For a unit vector, `P_h` and `P_l` are Hermitian, idempotent, of trace 2, and their
product vanishes. -/
theorem hole_projectors {n : Fin 3 → ℝ} (hn : n ⬝ᵥ n = 1) :
    (heavy n).IsHermitian ∧ (light n).IsHermitian ∧ trace (heavy n) = 2 ∧ trace (light n) = 2 ∧
      heavy n * heavy n = heavy n ∧ light n * light n = light n ∧ heavy n * light n = 0 := by
  obtain ⟨h1, h2⟩ := heavy_light_eq hn
  have hH : (quad n).IsHermitian := by rw [quad_eq]; exact (lutt_clifford _ 0 _ _ 0 0).1
  have hT : trace (quad n) = 0 := by rw [quad_eq]; exact (lutt_clifford _ 0 _ _ 0 0).2.1
  have h := quad_anticomm n n
  rw [hn] at h
  push_cast at h
  have hQ : quad n * quad n = 1 := by linear_combination (norm := module) (1 / 2 : ℂ) • h
  have hs : star (1 / 2 : ℂ) = 1 / 2 := by simp
  have hh : (heavy n).IsHermitian := by
    show (heavy n)ᴴ = heavy n
    rw [h1, conjTranspose_smul, conjTranspose_add, conjTranspose_one, hH.eq, hs]
  refine ⟨hh, isHermitian_one.sub hh, ?_, ?_, ?_⟩
  · rw [h1, trace_smul, trace_add, trace_one, hT]; norm_num
  · rw [h2, trace_smul, trace_sub, trace_one, hT]; norm_num
  · refine ⟨?_, ?_, ?_⟩ <;>
      simp only [h1, h2, smul_mul_assoc, mul_smul_comm, mul_add, add_mul, mul_sub, sub_mul,
        mul_one, one_mul, hQ] <;> module

/-- For unit vectors, a band projector along `m` sandwiched between two copies of one band projector along `n`
is the intraband or interband factor of `n·m` times the projector along `n`. -/
theorem sandwich {n m : Fin 3 → ℝ} (hn : n ⬝ᵥ n = 1) (hm : m ⬝ᵥ m = 1) :
    heavy n * heavy m * heavy n = (gIntra (n ⬝ᵥ m) : ℂ) • heavy n ∧
      heavy n * light m * heavy n = (gInter (n ⬝ᵥ m) : ℂ) • heavy n ∧
      light n * light m * light n = (gIntra (n ⬝ᵥ m) : ℂ) • light n ∧
      light n * heavy m * light n = (gInter (n ⬝ᵥ m) : ℂ) • light n := by
  obtain ⟨h1, h2⟩ := heavy_light_eq hn
  obtain ⟨h3, h4⟩ := heavy_light_eq hm
  have h0 := quad_anticomm n n
  rw [hn] at h0
  push_cast at h0
  have hA : quad n * quad n = 1 := by linear_combination (norm := module) (1 / 2 : ℂ) • h0
  have h : quad n * quad m + quad m * quad n = (3 * ((n ⬝ᵥ m : ℝ) : ℂ) ^ 2 - 1) • 1 := by
    rw [quad_anticomm, hn, hm]; congr 1; simp
  have hBA : quad m * quad n = (3 * ((n ⬝ᵥ m : ℝ) : ℂ) ^ 2 - 1) • 1 - quad n * quad m :=
    eq_sub_of_add_eq' h
  -- conjugation by Q(n) reflects Q(m)
  have hABA : quad n * quad m * quad n = (3 * ((n ⬝ᵥ m : ℝ) : ℂ) ^ 2 - 1) • quad n - quad m := by
    calc quad n * quad m * quad n
        = quad n * (quad n * quad m + quad m * quad n) - quad n * quad n * quad m := by
          noncomm_ring
      _ = _ := by rw [h, hA, mul_smul_comm, mul_one, one_mul]
  refine ⟨?_, ?_, ?_, ?_⟩ <;>
    simp only [h1, h2, h3, h4, gIntra, gInter, smul_mul_assoc, mul_smul_comm, mul_add, add_mul,
      mul_sub, sub_mul, mul_one, one_mul, hA, hABA, hBA] <;> push_cast <;> module

/-- Hole overlap factors: for unit `n`, `m` with `c = n·m`, half the trace of the product of band
projectors is `(1 + 3c²)/4` within a band and `3(1 - c²)/4` between the bands. -/
theorem hole_overlap {n m : Fin 3 → ℝ} (hn : n ⬝ᵥ n = 1) (hm : m ⬝ᵥ m = 1) :
    trace (heavy n * heavy m) / 2 = gIntra (n ⬝ᵥ m) ∧
      trace (heavy n * light m) / 2 = gInter (n ⬝ᵥ m) ∧
      trace (light n * light m) / 2 = gIntra (n ⬝ᵥ m) ∧
      trace (light n * heavy m) / 2 = gInter (n ⬝ᵥ m) := by
  -- for a projector P, tr(P X) = tr(P X P)
  have key : ∀ (P X : Matrix (Fin 4) (Fin 4) ℂ) (g : ℂ), P * P = P → trace P = 2 →
      P * X * P = g • P → trace (P * X) / 2 = g := by
    intro P X g hP hT h
    have e : trace (P * X * P) = trace (P * X) := by
      rw [trace_mul_comm, ← Matrix.mul_assoc, hP]
    rw [← e, h, trace_smul, hT, smul_eq_mul]
    ring
  obtain ⟨-, -, t1, t2, p1, p2, -⟩ := hole_projectors hn
  obtain ⟨s1, s2, s3, s4⟩ := sandwich hn hm
  exact ⟨key _ _ _ p1 t1 s1, key _ _ _ p1 t1 s2, key _ _ _ p2 t2 s3, key _ _ _ p2 t2 s4⟩

/-- Averaged over `c ∈ [-1, 1]`, both overlap factors give `1/2`, with or without the
weight `1 - c`. -/
theorem angular_average :
    1 / 2 * (∫ c in (-1 : ℝ)..1, gIntra c) = 1 / 2 ∧
      1 / 2 * (∫ c in (-1 : ℝ)..1, gInter c) = 1 / 2 ∧
      1 / 2 * (∫ c in (-1 : ℝ)..1, (1 - c) * gIntra c) = 1 / 2 ∧
      1 / 2 * (∫ c in (-1 : ℝ)..1, (1 - c) * gInter c) = 1 / 2 := by
  have key : ∀ (f : ℝ → ℝ) (a b d e : ℝ), (∀ x, f x = a + b * x + d * x ^ 2 + e * x ^ 3) →
      (∫ x in (-1 : ℝ)..1, f x) = 2 * a + 2 * d / 3 := by
    intro f a b d e hf
    have hd : ∀ x ∈ Set.uIcc (-1 : ℝ) 1,
        HasDerivAt (fun x : ℝ => a * x + b / 2 * x ^ 2 + d / 3 * x ^ 3 + e / 4 * x ^ 4)
          (a + b * x + d * x ^ 2 + e * x ^ 3) x := by
      intro x _
      have := ((((hasDerivAt_id' x).const_mul a).fun_add
        ((hasDerivAt_pow 2 x).const_mul (b / 2))).fun_add
        ((hasDerivAt_pow 3 x).const_mul (d / 3))).fun_add ((hasDerivAt_pow 4 x).const_mul (e / 4))
      exact this.congr_deriv (by first | ring1 | (norm_num; ring1))
    simp only [hf]
    rw [intervalIntegral.integral_eq_sub_of_hasDerivAt hd
      (by apply Continuous.intervalIntegrable; fun_prop)]
    ring
  have h1 := key gIntra (1 / 4) 0 (3 / 4) 0 (fun x => by simp only [gIntra]; ring)
  have h2 := key gInter (3 / 4) 0 (-3 / 4) 0 (fun x => by simp only [gInter]; ring)
  have h3 : (∫ c in (-1 : ℝ)..1, (1 - c) * gIntra c) = 2 * (1 / 4) + 2 * (3 / 4) / 3 :=
    key _ (1 / 4) (-1 / 4) (3 / 4) (-3 / 4) (fun x => by simp only [gIntra]; ring)
  have h4 : (∫ c in (-1 : ℝ)..1, (1 - c) * gInter c) = 2 * (3 / 4) + 2 * (-3 / 4) / 3 :=
    key _ (3 / 4) (-3 / 4) (-3 / 4) (3 / 4) (fun x => by simp only [gInter]; ring)
  exact ⟨by linarith, by linarith, by linarith, by linarith⟩

end

end HoleOverlap
```

```lean
#print axioms HoleOverlap.spin_algebra
#print axioms HoleOverlap.hole_overlap
#print axioms HoleOverlap.angular_average
```

```
'HoleOverlap.spin_algebra' depends on axioms: [propext, Classical.choice, Quot.sound]
'HoleOverlap.hole_overlap' depends on axioms: [propext, Classical.choice, Quot.sound]
'HoleOverlap.angular_average' depends on axioms: [propext, Classical.choice, Quot.sound]
```

## Reading the statements

A direction is a function `n : Fin 3 → ℝ`, and `n 0`, `n 1`, `n 2` are $x,y,z$. The dot product is `n ⬝ᵥ m`, and the only hypotheses in the main theorems are `n ⬝ᵥ n = 1` and `m ⬝ᵥ m = 1`. The definitions `spinAlong`, `heavy`, `light`, `quad`, `lutt`, `gIntra` and `gInter` are $N$, $P_h$, $P_l$, $Q$, $L$, $G_{\rm intra}$ and $G_{\rm inter}$, and `r3` is $\sqrt3$ as a complex number. The explicit matrices `Jx`, `Jy`, `Jz` fix the ordering and the phases of the basis: `Jx` is real with non-negative entries and `Jz` is diagonal in descending order.

`hole_projectors` states Hermiticity, trace 2 and idempotence for both bands, and `heavy n * light n = 0`. `sandwich` states the four operator identities. `hole_overlap` states the four half traces; each is an equation in $\mathbb C$ whose right side is a real number, so it also says that the imaginary part vanishes. `angular_average` states the four averages as real integrals over $c$. `spin_algebra` checks the three commutators, such as $J_xJ_y-J_yJ_x=iJ_z$, and no later proof uses it.

## How the proof follows the derivation

`r3_facts` supplies $(\sqrt3)^2=3$ and the reality of $\sqrt3$. `lutt_clifford` does not polarise; it checks the anticommutator in all sixteen entries through `fin_cases` and `ring`, with $2\operatorname{Re}(SS'^*)$ written as `S * conj S' + conj S * S'`. In `quad_eq` the step `hN` is the tridiagonal form of $N$, and the entries of $Q$ are then compared one by one. `quad_anticomm` rewrites both operators in Luttinger form, reduces the matrix equation to the scalar prefactor with `congr 1`, and closes the polynomial identity using $i^2=-1$ and $(\sqrt3)^2=3$. `heavy_light_eq` is the rewriting as $(1\pm Q)/2$.

In `hole_projectors`, `hQ` is $Q^2=1$, obtained by halving the anticommutator at $\mathbf m=\mathbf n$, while `hH` and `hT` carry Hermiticity and zero trace over from the Luttinger form. In `sandwich`, `hA` is $A^2=1$, `hBA` replaces $BA$ by $\kappa-AB$, and `hABA` is $ABA=\kappa A-B$. The four sign cases are expanded separately, and `module` compares the coefficients of $1$, $A$, $B$ and $AB$. The local `key` of `hole_overlap` is the trace step with `trace_mul_comm`. The local `key` of `angular_average` integrates a general cubic through its explicit antiderivative.

## Scope of the theorems

The theorems are exact algebra for these particular $4\times4$ matrices, valid for every pair of unit vectors, the parallel and antiparallel cases included. The file contains no Hamiltonian, no eigenvectors and no scattering rate, so the identification of `heavy` and `light` with bands and the use of $G$ in golden-rule rates described above are physical input that Lean has not checked. The model leaves out band warping, the split-off band, strain and confinement, which in general change the band subspaces (a purely hydrostatic strain only shifts the four levels together). It also leaves out shear deformation potentials, which act as matrices on the four components, so that the rate does not factor into a scalar times $G$.

The directions must be normalised before `heavy` is evaluated: $N(\mathbf k)^2$ scales with $k^2$ while the constant $1/4$ does not. Only `quad_eq` and `quad_anticomm` accept vectors of any length, and $\mathbf k=0$ has no direction to normalise. The weight $1-c$ is the momentum-relaxation weight for $|\mathbf k'|=|\mathbf k|$. An elastic interband transition changes $|\mathbf k|$, so the fourth average is a statement about the integral as written. The file checks the commutators of the spin matrices; the relation $J_x^2+J_y^2+J_z^2=15/4$ is not among its theorems.

## An abstract alternative

The statement could take the spin matrices as variables: any three Hermitian $4\times4$ matrices with the angular-momentum commutators and $J_x^2+J_y^2+J_z^2=15/4$. It would then cover directly every basis ordering and phase convention that a code might use, whereas the explicit version reaches them through a fixed unitary change of basis, which leaves traces unchanged. The commutators alone would not suffice, and a further hypothesis such as the value $15/4$ or irreducibility of the representation is needed, since two copies of spin 1/2 also satisfy the commutators in four dimensions and give $N^2=1/4$ and $P_h=0$. The entrywise computation of `quad_eq` would no longer be available, and the proof would need either the uniqueness of the spin-3/2 representation or a derivation of the anticommutator from the algebra itself.
